# Power-law resistance drift from a flat spectrum of barriers

The slow rise of resistance in an amorphous phase-change material is commonly fitted by a power of time. A quick argument for that form lets defects relax over a flat spectrum of barriers and replaces the relaxed fraction by a step. Let $s$ be the time in units of the inverse attempt frequency and $u>0$ the barrier in units of the thermal energy, with unit density of barriers in $u$. At reduced time $s\ge1$ every reduced barrier $u<\ln s$ counts as crossed and no other, so the total relaxation is $\Phi\approx\ln s$. A resistance $R=R_0e^{\nu\Phi}$, with constants $R_0$ and $\nu$, then becomes $R_0s^\nu$. The step is an uncontrolled approximation sitting in an exponent: it gives $\Phi=0$ at $s=1$, which is wrong, and an error proportional to $\ln s$ would change the power itself. The bounds $\ln(1+s)\le\Phi(s)\le 1+\ln s$ keep the error between $0$ and $1$ for $s\ge1$.

## The model

```lean
import Mathlib

open Real MeasureTheory Set Filter Topology

namespace FlatBarrierDrift

noncomputable section
```

These lines load the Mathlib library and open its vocabulary of real functions, integrals and limits.

```lean
/-- Arrhenius rate `f₀ exp(-E/kT)` for crossing a barrier `E` with attempt frequency `f₀`. -/
def arrheniusRate (f₀ kT E : ℝ) : ℝ := f₀ * Real.exp (-E / kT)
```

For attempt frequency $f_0$, thermal energy $kT$ (one real variable `kT`) and barrier $E$, the rate is $f_0e^{-E/kT}$. It is a thermally activated rate with no tunnelling.

```lean
/-- Relaxed fraction `1 - exp(-s e^{-u})` of the defects with reduced barrier `u = E/kT`
at reduced time `s = t/τ₀`. -/
def relaxed (s u : ℝ) : ℝ := 1 - Real.exp (-(s * Real.exp (-u)))
```

With time $t$, the time scale $\tau_0=1/f_0$, $s=t/\tau_0$ and $u=E/kT$, the relaxed fraction is $n(s,u)=1-\exp(-se^{-u})$.

```lean
/-- Total relaxation `Φ(s)` of a flat spectrum of barriers: the relaxed fraction integrated
over all positive reduced barriers. -/
def Phi (s : ℝ) : ℝ := ∫ u in Ioi (0 : ℝ), relaxed s u
```

`Ioi a` is the interval $(a,\infty)$, so $\Phi(s)=\int_0^\infty n(s,u)\,du$. The spectrum has unit density in $u$ and no upper cutoff. Leaving out the single point $u=0$ does not alter the integral.

```lean
/-- Drifting resistance `R(t) = R₀ exp(ν Φ(t/τ₀))`. -/
def resistance (R₀ ν τ₀ t : ℝ) : ℝ := R₀ * Real.exp (ν * Phi (t / τ₀))
```

This reads $R(t)=R_0\exp\big(\nu\,\Phi(t/\tau_0)\big)$. That $\ln R$ is linear in the amount of relaxation is an assumption written into the definition, and $\nu$ is a free parameter. Since $n(0,u)=0$, $R_0$ is the resistance at $t=0$, not at $t=\tau_0$.

## One barrier

```lean
/-- The relaxed fraction vanishes at `s = 0` and obeys first-order kinetics
`dn/ds = e^{-u} (1 - n)`. -/
theorem relaxed_kinetics (s u : ℝ) :
    relaxed 0 u = 0 ∧
      HasDerivAt (fun r => relaxed r u) (Real.exp (-u) * (1 - relaxed s u)) s := by
  refine ⟨by simp [relaxed], ?_⟩
  have h1 : HasDerivAt (fun r : ℝ => -(r * Real.exp (-u))) (-(Real.exp (-u))) s :=
    ((hasDerivAt_id' s).mul_const (Real.exp (-u))).fun_neg.congr_deriv (by ring)
  have h2 := (h1.exp).const_sub 1
  unfold relaxed
  exact h2.congr_deriv (by ring)
```

`∧` means "and", `fun r => relaxed r u` is the function $r\mapsto n(r,u)$, and `HasDerivAt` takes a function, the value of its derivative and the point. The statement is $n(0,u)=0$ and $\partial_sn=e^{-u}(1-n)$. By hand, $\partial_sn=e^{-u}\exp(-se^{-u})$ and $\exp(-se^{-u})=1-n$. In the proof `h1` differentiates the exponent and `h2` applies the chain rule. The theorem verifies that $n$ solves the first-order rate equation; it does not address uniqueness.

```lean
/-- For `s ≥ 0` and `x = s e^{-u}` the relaxed fraction is at least `x/(1+x)`,
at most `1` and at most `x`. -/
theorem relaxed_bounds {s : ℝ} (hs : 0 ≤ s) (u : ℝ) :
    s * Real.exp (-u) / (1 + s * Real.exp (-u)) ≤ relaxed s u ∧
      relaxed s u ≤ 1 ∧ relaxed s u ≤ s * Real.exp (-u) := by
  have hx : 0 ≤ s * Real.exp (-u) := by positivity
  unfold relaxed
  generalize s * Real.exp (-u) = x at hx ⊢
  have h3 := Real.exp_pos (-x)
  refine ⟨?_, ?_, ?_⟩
  · -- `e^x ≥ 1 + x` gives `e^{-x} (1 + x) ≤ 1`
    have h1 : x + 1 ≤ Real.exp x := Real.add_one_le_exp x
    have h2 : Real.exp (-x) * Real.exp x = 1 := by
      rw [← Real.exp_add]
      simp
    have hp : 0 < 1 + x := by linarith
    rw [div_le_iff₀ hp]
    nlinarith [mul_le_mul_of_nonneg_left h1 h3.le]
  · linarith
  · have h1 := Real.add_one_le_exp (-x)
    linarith
```

The hypothesis `hs` says $s\ge0$. With $x=se^{-u}\ge0$ the claim is
$$\frac{x}{1+x}\le 1-e^{-x}\le\min(1,x).$$
Multiplying $e^x\ge1+x$ by $e^{-x}$ gives $e^{-x}(1+x)\le1$, hence $(1-e^{-x})(1+x)\ge x$, the left inequality. The bound $1$ follows from $e^{-x}>0$, and the bound $x$ from $e^{-x}\ge1-x$. The tactic `generalize` performs the renaming to $x$, and the three bullets are the three arguments, closed by the inequality solvers `nlinarith` and `linarith`.

## The integral over barriers

```lean
/-- For `s ≥ 0` the relaxed fraction is integrable over all barriers above any threshold `a`. -/
theorem relaxed_integrableOn {s : ℝ} (hs : 0 ≤ s) (a : ℝ) :
    IntegrableOn (relaxed s) (Ioi a) := by
  have hc : Continuous (relaxed s) := by
    unfold relaxed
    fun_prop
  -- dominate by `s e^{-u}`
  have hdom : IntegrableOn (fun u : ℝ => s * Real.exp (-u)) (Ioi a) :=
    Integrable.const_mul (integrableOn_exp_neg_Ioi a) s
  refine Integrable.mono' hdom hc.aestronglyMeasurable (ae_of_all _ fun u => ?_)
  obtain ⟨h1, -, h3⟩ := relaxed_bounds hs u
  have h0 : 0 ≤ s * Real.exp (-u) / (1 + s * Real.exp (-u)) := by positivity
  rw [Real.norm_eq_abs, abs_of_nonneg (h0.trans h1)]
  exact h3
```

For $s\ge0$ and any real threshold $a$, the integral of $n$ over $(a,\infty)$ converges absolutely: $n$ is continuous (`hc`), and $0\le n\le se^{-u}$ with $se^{-u}$ integrable (`hdom`). Lean assigns the value $0$ to the integral of a non-integrable function, so every later comparison of integrals calls on this lemma.

```lean
/-- For `kT > 0` and a constant density `g` of barriers `E > 0` with Arrhenius rates, the number of defects
relaxed at time `t` equals `g kT Φ(f₀ t)`. -/
theorem flat_spectrum_integral (g f₀ t : ℝ) {kT : ℝ} (hkT : 0 < kT) :
    (∫ E in Ioi (0 : ℝ), g * (1 - Real.exp (-(arrheniusRate f₀ kT E * t))))
      = g * kT * Phi (f₀ * t) := by
  have h : ∀ E : ℝ, g * (1 - Real.exp (-(arrheniusRate f₀ kT E * t)))
      = g * relaxed (f₀ * t) (kT⁻¹ * E) := by
    intro E
    unfold relaxed arrheniusRate
    have e : f₀ * Real.exp (-E / kT) * t = f₀ * t * Real.exp (-(kT⁻¹ * E)) := by
      rw [show -E / kT = -(kT⁻¹ * E) by ring]
      ring
    rw [e]
  simp only [h]
  -- substitute `u = E / kT`
  rw [integral_const_mul, integral_comp_mul_left_Ioi (relaxed (f₀ * t)) 0 (inv_pos.mpr hkT)]
  simp only [mul_zero, inv_inv, smul_eq_mul, Phi]
  ring
```

For a constant density $g$ of defects per unit barrier energy and $kT>0$, substituting $u=E/kT$, $dE=kT\,du$ gives
$$\int_0^\infty g\Big(1-\exp\big(-f_0e^{-E/kT}t\big)\Big)\,dE=g\,kT\,\Phi(f_0t).$$
Step `h` rewrites the integrand as $g\,n(f_0t,E/kT)$, and `integral_comp_mul_left_Ioi` is the substitution. This identifies $s=f_0t$. The later theorems work with $\Phi$ directly and take $\tau_0$ as an arbitrary positive number.

```lean
/-- For `s ≥ 0` the barriers above `a` contribute at most `s e^{-a}` to the relaxation. -/
theorem relaxed_tail_le {s : ℝ} (hs : 0 ≤ s) (a : ℝ) :
    (∫ u in Ioi a, relaxed s u) ≤ s * Real.exp (-a) := by
  have hdom : IntegrableOn (fun u : ℝ => s * Real.exp (-u)) (Ioi a) :=
    Integrable.const_mul (integrableOn_exp_neg_Ioi a) s
  calc (∫ u in Ioi a, relaxed s u) ≤ ∫ u in Ioi a, s * Real.exp (-u) :=
        integral_mono (relaxed_integrableOn hs a) hdom (fun u => (relaxed_bounds hs u).2.2)
    _ = s * Real.exp (-a) := by rw [integral_const_mul, integral_exp_neg_Ioi]
```

Integrating $n\le se^{-u}$ gives the tail bound $\int_a^\infty n\,du\le s\int_a^\infty e^{-u}\,du=se^{-a}$ for $s\ge0$. A `calc` block is such a chain of relations, and `integral_mono` integrates a pointwise inequality between integrable functions.

```lean
/-- The total relaxation `Φ` does not decrease with reduced time `s ≥ 0`. -/
theorem Phi_monotoneOn : MonotoneOn Phi (Ici 0) := by
  intro a ha b hb hab
  unfold Phi
  refine integral_mono (relaxed_integrableOn (mem_Ici.mp ha) 0)
    (relaxed_integrableOn (mem_Ici.mp hb) 0) fun u => ?_
  show relaxed a u ≤ relaxed b u
  unfold relaxed
  have h1 : a * Real.exp (-u) ≤ b * Real.exp (-u) :=
    mul_le_mul_of_nonneg_right hab (Real.exp_pos _).le
  have h2 := Real.exp_le_exp.mpr (neg_le_neg h1)
  linarith
```

`Ici 0` is $[0,\infty)$, and the claim is $\Phi(a)\le\Phi(b)$ whenever $0\le a\le b$, where $a$ and $b$ are now reduced times. From $ae^{-u}\le be^{-u}$ (`h1`) follows $\exp(-be^{-u})\le\exp(-ae^{-u})$ (`h2`), so $n(a,u)\le n(b,u)$ for each $u$, and this integrates.

## Two bounds and their ratio

```lean
/-- Lower bound `ln(1 + s) ≤ Φ(s)` for every reduced time `s ≥ 0`. -/
theorem log_one_add_le_Phi {s : ℝ} (hs : 0 ≤ s) : Real.log (1 + s) ≤ Phi s := by
  -- `-ln(1 + s e^{-u})` is an antiderivative of the lower bound on the relaxed fraction
  have hderiv : ∀ u ∈ Ici (0 : ℝ),
      HasDerivAt (fun v : ℝ => -Real.log (1 + s * Real.exp (-v)))
        (s * Real.exp (-u) / (1 + s * Real.exp (-u))) u := by
    intro u _
    have h0 : HasDerivAt (fun v : ℝ => -v) (-1) u := (hasDerivAt_id' u).fun_neg
    have h1 : HasDerivAt (fun v : ℝ => 1 + s * Real.exp (-v)) (-(s * Real.exp (-u))) u :=
      ((h0.exp.const_mul s).const_add 1).congr_deriv (by ring)
    have hpos : 0 < 1 + s * Real.exp (-u) := by positivity
    exact (h1.log hpos.ne').fun_neg.congr_deriv (by ring)
  have hlim : Tendsto (fun v : ℝ => -Real.log (1 + s * Real.exp (-v))) atTop (𝓝 0) := by
    have h1 : Tendsto (fun v : ℝ => 1 + s * Real.exp (-v)) atTop (𝓝 (1 + s * 0)) :=
      (Real.tendsto_exp_neg_atTop_nhds_zero.const_mul s).const_add 1
    have hne : (1 : ℝ) + s * 0 ≠ 0 := by simp
    have h2 := (h1.log hne).neg
    have e : -Real.log (1 + s * 0) = 0 := by simp
    rwa [e] at h2
  have hnn : ∀ u ∈ Ioi (0 : ℝ), 0 ≤ s * Real.exp (-u) / (1 + s * Real.exp (-u)) :=
    fun u _ => by positivity
  have hint := integrableOn_Ioi_deriv_of_nonneg' hderiv hnn hlim
  have hval : (∫ u in Ioi (0 : ℝ), s * Real.exp (-u) / (1 + s * Real.exp (-u)))
      = Real.log (1 + s) :=
    (integral_Ioi_of_hasDerivAt_of_nonneg' hderiv hnn hlim).trans (by simp)
  rw [← hval]
  unfold Phi
  exact integral_mono hint (relaxed_integrableOn hs 0) (fun u => (relaxed_bounds hs u).1)
```

For $s\ge0$, $\ln(1+s)\le\Phi(s)$; `Real.log` is the natural logarithm. Put $F(u)=-\ln(1+se^{-u})$. Then $F'(u)=se^{-u}/(1+se^{-u})$, which is $x/(1+x)$, and $F(u)\to0$ as $u\to\infty$, so
$$\Phi(s)\ge\int_0^\infty F'(u)\,du=0-F(0)=\ln(1+s).$$
Here `hderiv` is the derivative and `hlim` the limit, with `Tendsto` … `atTop (𝓝 0)` read as "tends to $0$ as the argument goes to $+\infty$". Because $F'\ge0$ (`hnn`) and $F$ has a finite limit, $F'$ is integrable (`hint`), and `hval` evaluates its integral.

```lean
/-- Upper bound `Φ(s) ≤ 1 + ln s` for every reduced time `s ≥ 1`. -/
theorem Phi_le_one_add_log {s : ℝ} (hs : 1 ≤ s) : Phi s ≤ 1 + Real.log s := by
  have hs0 : 0 < s := by linarith
  have ha : 0 ≤ Real.log s := Real.log_nonneg hs
  have hlow : IntegrableOn (relaxed s) (Ioc 0 (Real.log s)) :=
    (relaxed_integrableOn hs0.le 0).mono_set Ioc_subset_Ioi_self
  have hdis : Disjoint (Ioc 0 (Real.log s)) (Ioi (Real.log s)) :=
    Set.disjoint_left.mpr fun x hx hx' => absurd hx.2 (not_le.mpr (mem_Ioi.mp hx'))
  -- split the spectrum at the relaxation front `u = ln s`
  have hsplit : Phi s = (∫ u in Ioc 0 (Real.log s), relaxed s u)
      + ∫ u in Ioi (Real.log s), relaxed s u := by
    unfold Phi
    rw [← Ioc_union_Ioi_eq_Ioi ha]
    exact setIntegral_union hdis measurableSet_Ioi hlow (relaxed_integrableOn hs0.le _)
  -- below the front the fraction is at most one
  have hc : IntegrableOn (fun _ : ℝ => (1 : ℝ)) (Ioc 0 (Real.log s)) := by
    exact continuous_const.integrableOn_Ioc
  have h1 : (∫ u in Ioc 0 (Real.log s), relaxed s u) ≤ Real.log s := by
    calc (∫ u in Ioc 0 (Real.log s), relaxed s u)
        ≤ ∫ _u in Ioc 0 (Real.log s), (1 : ℝ) :=
          integral_mono hlow hc (fun u => (relaxed_bounds hs0.le u).2.1)
      _ = Real.log s := by
          rw [← intervalIntegral.integral_of_le ha]
          simp
  -- above the front the tail contributes at most `s e^{-ln s} = 1`
  have h2 := relaxed_tail_le hs0.le (Real.log s)
  rw [Real.exp_neg, Real.exp_log hs0, mul_inv_cancel₀ hs0.ne'] at h2
  linarith
```

For $s\ge1$, $\Phi(s)\le1+\ln s$. The condition $s\ge1$ puts the front $u=\ln s$ inside the spectrum (`ha`). Splitting there, with the bound $n\le1$ below and the tail bound above,
$$\Phi(s)=\int_0^{\ln s}n\,du+\int_{\ln s}^\infty n\,du\le\ln s+se^{-\ln s}=\ln s+1.$$
`Ioc 0 (Real.log s)` is $(0,\ln s]$, `hsplit` is the equality, and `h1` and `h2` bound the two terms. At $s=1$ the first interval is empty, and the two theorems give $\ln2\le\Phi(1)\le1$.

The lower bound and the tail bound settle short times. The tail bound at $a=0$ reads $\Phi(s)\le s$, so $\ln(1+s)\le\Phi(s)\le s$ for all $s\ge0$; that $\Phi(s)/s\to1$ as $s\to0^+$ then follows on paper, though no theorem in the file records this limit.

```lean
/-- The ratio `Φ(s) / ln s` tends to one as `s → ∞`. -/
theorem Phi_div_log_tendsto : Tendsto (fun s => Phi s / Real.log s) atTop (𝓝 1) := by
  have hinv : Tendsto (fun s : ℝ => (Real.log s)⁻¹) atTop (𝓝 0) :=
    tendsto_inv_atTop_zero.comp Real.tendsto_log_atTop
  have hup : Tendsto (fun s : ℝ => 1 + (Real.log s)⁻¹) atTop (𝓝 1) := by
    have h := hinv.const_add (1 : ℝ)
    rwa [add_zero] at h
  -- squeeze between `1` and `1 + 1 / ln s`
  refine tendsto_of_tendsto_of_tendsto_of_le_of_le' tendsto_const_nhds hup ?_ ?_
  · filter_upwards [eventually_gt_atTop (1 : ℝ)] with s hs
    show 1 ≤ Phi s / Real.log s
    have hl := Real.log_pos hs
    have hs0 : 0 < s := by linarith
    rw [le_div_iff₀ hl, one_mul]
    exact (Real.log_lt_log hs0 (by linarith : s < 1 + s)).le.trans (log_one_add_le_Phi hs0.le)
  · filter_upwards [eventually_gt_atTop (1 : ℝ)] with s hs
    show Phi s / Real.log s ≤ 1 + (Real.log s)⁻¹
    have hl := Real.log_pos hs
    have h := Phi_le_one_add_log hs.le
    rw [div_le_iff₀ hl, add_mul, one_mul, inv_mul_cancel₀ hl.ne']
    linarith
```

For $s>1$ we have $\ln s>0$ and $\ln s<\ln(1+s)$, so division gives
$$1\le\frac{\Phi(s)}{\ln s}\le1+\frac{1}{\ln s},$$
and both sides tend to $1$ as $s\to\infty$. `hup` is the limit of the right side, and each `filter_upwards` restricts attention to $s>1$, which is enough for a limit at infinity.

## The resistance

```lean
/-- Power-law drift: for `R₀, ν, τ₀ > 0` and `t ≥ τ₀` the resistance satisfies
`R₀ (t/τ₀)^ν < R(t) ≤ e^ν R₀ (t/τ₀)^ν`. -/
theorem resistance_bounds {R₀ ν τ₀ t : ℝ} (hR : 0 < R₀) (hν : 0 < ν) (hτ : 0 < τ₀)
    (ht : τ₀ ≤ t) :
    R₀ * (t / τ₀) ^ ν < resistance R₀ ν τ₀ t ∧
      resistance R₀ ν τ₀ t ≤ Real.exp ν * R₀ * (t / τ₀) ^ ν := by
  have hs : 1 ≤ t / τ₀ := by
    rw [le_div_iff₀ hτ]
    linarith
  unfold resistance
  generalize t / τ₀ = s at hs ⊢
  have hs0 : 0 < s := by linarith
  have hlo : Real.log s < Phi s :=
    lt_of_lt_of_le (Real.log_lt_log hs0 (by linarith : s < 1 + s)) (log_one_add_le_Phi hs0.le)
  have hhi := Phi_le_one_add_log hs
  -- write `s^ν = exp(ν ln s)` and compare exponents
  rw [Real.rpow_def_of_pos hs0]
  constructor
  · have h : Real.exp (Real.log s * ν) < Real.exp (ν * Phi s) :=
      Real.exp_lt_exp.mpr (by nlinarith [mul_pos hν (sub_pos.mpr hlo)])
    nlinarith [mul_pos hR (sub_pos.mpr h)]
  · have h : Real.exp (ν * Phi s) ≤ Real.exp (ν + Real.log s * ν) :=
      Real.exp_le_exp.mpr (by nlinarith [mul_le_mul_of_nonneg_left hhi hν.le])
    rw [Real.exp_add] at h
    nlinarith [mul_le_mul_of_nonneg_left h hR.le]
```

For $R_0,\nu,\tau_0>0$ and $t\ge\tau_0$, that is $s\ge1$,
$$R_0s^\nu<R(t)\le e^\nu R_0s^\nu.$$
Multiply $\ln s<\Phi(s)\le1+\ln s$ (`hlo`, `hhi`) by $\nu>0$, exponentiate, use $s^\nu=e^{\nu\ln s}$ (`Real.rpow_def_of_pos`) and multiply by $R_0>0$. The lower bound is strict because $\ln s<\ln(1+s)$. The ratio $R/(R_0s^\nu)$ is confined to $(1,e^\nu]$; the theorem does not say that it converges.

```lean
/-- For `R₀, τ₀ > 0` and any real `ν`, the ratio `ln R(t) / ln(t/τ₀)` tends to `ν`
as `t → ∞`. -/
theorem drift_exponent_tendsto {R₀ τ₀ : ℝ} (ν : ℝ) (hR : 0 < R₀) (hτ : 0 < τ₀) :
    Tendsto (fun t => Real.log (resistance R₀ ν τ₀ t) / Real.log (t / τ₀)) atTop (𝓝 ν) := by
  have hs : Tendsto (fun t : ℝ => t / τ₀) atTop atTop :=
    Tendsto.atTop_div_const hτ tendsto_id
  have h1 : Tendsto (fun t : ℝ => (Real.log (t / τ₀))⁻¹) atTop (𝓝 0) :=
    tendsto_inv_atTop_zero.comp (Real.tendsto_log_atTop.comp hs)
  have h2 : Tendsto (fun t : ℝ => Phi (t / τ₀) / Real.log (t / τ₀)) atTop (𝓝 1) :=
    Phi_div_log_tendsto.comp hs
  -- `ln R / ln s = ln R₀ / ln s + ν Φ / ln s`
  have h3 := (h1.const_mul (Real.log R₀)).add (h2.const_mul ν)
  rw [mul_zero, mul_one, zero_add] at h3
  refine h3.congr fun t => ?_
  show Real.log R₀ * (Real.log (t / τ₀))⁻¹ + ν * (Phi (t / τ₀) / Real.log (t / τ₀))
    = Real.log (resistance R₀ ν τ₀ t) / Real.log (t / τ₀)
  unfold resistance
  rw [Real.log_mul hR.ne' (Real.exp_pos _).ne', Real.log_exp]
  ring

end

end FlatBarrierDrift
```

For $R_0,\tau_0>0$ and any real $\nu$, of either sign or zero, taking logarithms gives
$$\frac{\ln R(t)}{\ln s}=\frac{\ln R_0}{\ln s}+\nu\,\frac{\Phi(s)}{\ln s}\;\longrightarrow\;0+\nu\cdot1\qquad(t\to\infty).$$
`hs` says $s\to\infty$, `h1` and `h2` are the limits of $1/\ln s$ and $\Phi/\ln s$, `h3` combines them, and the last lines verify the identity. $R$ is a pure number in some fixed unit, and a change of unit only shifts $\ln R_0$, which drops out of the limit. The quantity controlled is the ratio $\ln R/\ln s$, not the local slope $d\ln R/d\ln t$.

The bounds on $\Phi$ give an analytic check on a kinetic model of drift, provided its defects all start unrelaxed and relax independently and irreversibly, at fixed temperature, with one attempt frequency and a flat spectrum of barriers from zero upwards. An upper cutoff at a reduced barrier $a\ge0$ lowers $\Phi(s)$ by at most $se^{-a}$, by the tail bound. Barriers taken from electronic-structure calculations fall under the result only to the extent that their distribution is flat in this sense.

```lean
#print axioms FlatBarrierDrift.flat_spectrum_integral
#print axioms FlatBarrierDrift.Phi_monotoneOn
#print axioms FlatBarrierDrift.resistance_bounds
#print axioms FlatBarrierDrift.drift_exponent_tendsto
```

```
'FlatBarrierDrift.flat_spectrum_integral' depends on axioms: [propext, Classical.choice, Quot.sound]
'FlatBarrierDrift.Phi_monotoneOn' depends on axioms: [propext, Classical.choice, Quot.sound]
'FlatBarrierDrift.resistance_bounds' depends on axioms: [propext, Classical.choice, Quot.sound]
'FlatBarrierDrift.drift_exponent_tendsto' depends on axioms: [propext, Classical.choice, Quot.sound]
```
